# For a two-electron Hubbard dimer in spin-restricted mean field with $u=U/(2t)>0$, linear mixing converges from every start exactly when $0<\alpha\le 2/(1+u)$

## Charge moving between two sites

Put two electrons of opposite spin on two equivalent sites with one orbital each, with hopping $t>0$ and on-site repulsion $U>0$. Let $n_1,n_2$ be the site occupations and $x=(n_1-n_2)/2$. Let both spins have the same density. In mean field an electron on site $i$ then feels the potential $Un_i/2$. Apart from a constant, the one-electron Hamiltonian is

$$\begin{pmatrix} d & -t\\ -t & -d\end{pmatrix},\qquad d=\frac{Ux}{2}.$$

Its lowest orbital has density difference $-d/\sqrt{d^2+t^2}$. With $u=U/(2t)$, the updated value of $x$ is therefore

$$g(x)=-\frac{ux}{\sqrt{1+u^2x^2}}.$$

The update has the opposite sign to $x$: the more crowded site is raised in energy and loses charge. The only self-consistent value is $x=0$, but an iteration may overshoot it again and again. Linear mixing damps this by taking only a fraction $\alpha$ of the update:

$$S(x)=(1-\alpha)x+\alpha g(x).$$

How large may $\alpha$ be? The answer illustrates charge sloshing in self-consistent field calculations, in a model with one density variable and no spin polarisation.

## The criterion and its scope

The main theorem, `mixing_converges_iff`, says that for $u>0$ and any real $\alpha$, the iterates $x_n=S^n(x_0)$ tend to $0$ for every real $x_0$ if and only if $0<\alpha\le 2/(1+u)$.

In Lean, $g$ is `scfMap u`, $S$ is `mixStep u α`, and `(mixStep u α)^[n] x` is the result of $n$ steps from `x`. The expression `Tendsto … atTop (𝓝 0)` states convergence to zero. The fraction $\alpha$ is the same at every step.

The formal model begins with the formula for $g$; the derivation from the Hamiltonian above is not part of it. The starts range over all real numbers, whereas physical densities satisfy $|x|\le 1$. The hypothesis `0 < u` means a repulsive interaction. The value $u=0$ must be excluded, since there $\alpha=2$ gives $S(x)=-x$, which never settles for $x\neq0$.

When the criterion fails, some start does not converge to $0$. This does not apply to all starts, as $x_0=0$ stays where it is.

## One multiplier decides everything

Define the response ratio $r(x)=u/\sqrt{1+u^2x^2}$, so that $g(x)=-r(x)x$ and

$$S(x)=m(x)\,x,\qquad m(x)=1-\alpha\bigl(1+r(x)\bigr).$$

The square root is at least $1$, and larger than $1$ when $x\ne0$. Hence $0<r(x)\le u$, with $r(x)<u$ for $x\neq0$.

**Below the threshold.** Let $0<\alpha<2/(1+u)$. Then $m(x)$ lies between $1-\alpha(1+u)$ and $1-\alpha$, so $|m(x)|\le q$ with

$$q=\max\bigl(|1-\alpha(1+u)|,\,|1-\alpha|\bigr).$$

Since $0<\alpha<\alpha(1+u)<2$, both entries are below $1$. Thus $q<1$, and induction gives $|x_n|\le q^n|x_0|$.

**Up to and including the threshold.** At $\alpha=2/(1+u)$ we have $q=1$, and the geometric bound no longer forces convergence. For $x\ne0$, however, $0<\alpha(1+r(x))<\alpha(1+u)\le2$, so $|m(x)|<1$ and $|S(x)|<|x|$. The moduli $|x_n|$ therefore do not increase, and they have a limit $L\ge0$. Because $r$ is even, $|S(|x_n|)|=|S(x_n)|=|x_{n+1}|$. Continuity of $S$ then gives $|S(L)|=L$. A positive $L$ would contradict the strict decrease, so $L=0$.

**Between the threshold and 2.** Let $2/(1+u)<\alpha<2$ and look for $c>0$ with $m(c)=-1$. This requires $r(c)=(2-\alpha)/\alpha$, or

$$\sqrt{1+u^2c^2}=s,\qquad s=\frac{\alpha u}{2-\alpha}.$$

The condition $\alpha(1+u)>2$ is the same as $s>1$, so $c=\sqrt{s^2-1}/u$ is positive. Since $r$ is even, $S(c)=-c$ and $S(-c)=c$: the iteration swaps the sign of the density difference for ever. If $\alpha\le1$, then $s\le u$ and $c<1$, so this is a cycle of physical densities. For larger $\alpha$ the amplitude $c$ can exceed $1$, and the cycle is then one of the formula for $S$ only, outside the physical range. Physical starts $x_0\ne0$ still fail to converge when $\alpha>1$: $m$ is negative everywhere, so the iterates never land on $0$, and $m<-1$ near $0$ drives them away from it. This last remark is not part of the Lean file.

**The remaining values.** If $\alpha\le0$, then $m(x)\ge1$. If $\alpha\ge2$, then $m(x)<-1$. In both cases $|x_n|$ never decreases, and the start $x_0=1$ cannot reach or approach $0$.

## The Lean file

```lean
import Mathlib

open Filter Topology

namespace HubbardDimerMixing

noncomputable section

/-- The mean-field update of the density difference `x` of a Hubbard dimer with reduced
repulsion `u`. -/
def scfMap (u x : ℝ) : ℝ := -(u * x) / Real.sqrt (1 + u ^ 2 * x ^ 2)

/-- One step of linear mixing: a fraction `α` of the updated density difference is blended with
a fraction `1 - α` of the old one. -/
def mixStep (u α x : ℝ) : ℝ := (1 - α) * x + α * scfMap u x

/-- The response ratio `-g(x)/x` of the mean-field update `g`, continued to `x = 0`. -/
def response (u x : ℝ) : ℝ := u / Real.sqrt (1 + u ^ 2 * x ^ 2)

/-- The amplitude of the two-cycle of the mixed iteration, for `u > 0` and
`2/(1+u) < α < 2`. -/
def cycleAmplitude (u α : ℝ) : ℝ := Real.sqrt ((α * u / (2 - α)) ^ 2 - 1) / u

/-- A mixing step multiplies the density difference by `1 - α (1 + r)`, where `r` is the response
ratio at the current density. -/
theorem mixStep_eq (u α x : ℝ) : mixStep u α x = (1 - α * (1 + response u x)) * x := by
  unfold mixStep scfMap response
  ring

/-- For `u > 0` the response ratio is positive and at most `u`. -/
theorem response_bounds {u : ℝ} (hu : 0 < u) (x : ℝ) :
    0 < response u x ∧ response u x ≤ u := by
  have h1 : 1 ≤ Real.sqrt (1 + u ^ 2 * x ^ 2) :=
    (Real.le_sqrt' one_pos).2 (by nlinarith [sq_nonneg (u * x)])
  exact ⟨div_pos hu (by linarith), div_le_self hu.le h1⟩

/-- For `u > 0` and `0 < α < 2/(1+u)` the larger `q` of `|1 - α(1+u)|` and `|1 - α|` is below one,
and after `n` mixing steps from any start `x` the modulus is at most `q ^ n * |x|`. -/
theorem geometric_bound {u α : ℝ} (hu : 0 < u) (hα : 0 < α) (hα2 : α < 2 / (1 + u)) :
    max |1 - α * (1 + u)| |1 - α| < 1 ∧
      ∀ (x : ℝ) (n : ℕ),
        |(mixStep u α)^[n] x| ≤ (max |1 - α * (1 + u)| |1 - α|) ^ n * |x| := by
  have h2 : α * (1 + u) < 2 := (lt_div_iff₀ (by linarith)).1 hα2
  have hau : 0 < α * u := mul_pos hα hu
  refine ⟨max_lt (abs_lt.2 ⟨by linarith, by nlinarith⟩)
    (abs_lt.2 ⟨by nlinarith, by linarith⟩), fun x n => ?_⟩
  induction n with
  | zero => simp
  | succ n ih =>
    rw [Function.iterate_succ_apply', mixStep_eq, abs_mul]
    obtain ⟨hr0, hru⟩ := response_bounds hu ((mixStep u α)^[n] x)
    -- the multiplier lies between its values at full and at vanishing response
    have hq : |1 - α * (1 + response u ((mixStep u α)^[n] x))|
        ≤ max |1 - α * (1 + u)| |1 - α| :=
      abs_le_max_abs_abs (by nlinarith) (by nlinarith)
    calc _ ≤ max |1 - α * (1 + u)| |1 - α| *
          ((max |1 - α * (1 + u)| |1 - α|) ^ n * |x|) :=
          mul_le_mul hq ih (abs_nonneg _) (le_trans (abs_nonneg _) hq)
      _ = _ := by ring

/-- For `u > 0` and `0 < α ≤ 2/(1+u)` a mixing step strictly reduces the modulus of every nonzero
density difference. -/
theorem abs_mixStep_lt {u α x : ℝ} (hu : 0 < u) (hα : 0 < α) (hα2 : α ≤ 2 / (1 + u))
    (hx : x ≠ 0) : |mixStep u α x| < |x| := by
  have h2 : α * (1 + u) ≤ 2 := (le_div_iff₀ (by linarith)).1 hα2
  have hs : 1 < Real.sqrt (1 + u ^ 2 * x ^ 2) := by
    have hp : 0 < u ^ 2 * x ^ 2 := by positivity
    exact (Real.lt_sqrt zero_le_one).2 (by linarith)
  have hr : response u x < u := div_lt_self hu hs
  have hr0 := (response_bounds hu x).1
  have h3 : α * response u x < α * u := mul_lt_mul_of_pos_left hr hα
  have h4 : 0 < α * response u x := mul_pos hα hr0
  have hf : |1 - α * (1 + response u x)| < 1 :=
    abs_lt.2 ⟨by linarith, by linarith⟩
  rw [mixStep_eq, abs_mul]
  nlinarith [mul_pos (sub_pos.2 hf) (abs_pos.2 hx)]

/-- The mixing step depends continuously on the density difference. -/
theorem continuous_mixStep (u α : ℝ) : Continuous (mixStep u α) := by
  have h : ∀ x : ℝ, Real.sqrt (1 + u ^ 2 * x ^ 2) ≠ 0 := fun x => by positivity
  have hg : Continuous (scfMap u) := by
    show Continuous (fun x : ℝ => -(u * x) / Real.sqrt (1 + u ^ 2 * x ^ 2))
    exact Continuous.div (by fun_prop) (by fun_prop) h
  show Continuous (fun x : ℝ => (1 - α) * x + α * scfMap u x)
  exact (continuous_const.mul continuous_id).add (continuous_const.mul hg)

/-- For `u > 0` and `0 < α ≤ 2/(1+u)` the mixed iterates converge to the symmetric density
`x = 0` from every start. -/
theorem mixing_converges {u α : ℝ} (hu : 0 < u) (hα : 0 < α) (hα2 : α ≤ 2 / (1 + u)) (x : ℝ) :
    Tendsto (fun n : ℕ => (mixStep u α)^[n] x) atTop (𝓝 0) := by
  have hdec : ∀ y, |mixStep u α y| ≤ |y| := by
    intro y
    by_cases hy : y = 0
    · simp [hy, mixStep, scfMap]
    · exact (abs_mixStep_lt hu hα hα2 hy).le
  have hev : ∀ y : ℝ, |mixStep u α (abs y)| = |mixStep u α y| := by
    intro y
    have hr : response u (abs y) = response u y := by simp [response, sq_abs]
    rw [mixStep_eq u α (abs y), mixStep_eq u α y, hr, abs_mul, abs_mul, abs_abs]
  -- the moduli decrease, hence have a limit `L`
  have hanti : Antitone (fun n : ℕ => |(mixStep u α)^[n] x|) :=
    antitone_nat_of_succ_le (fun n => by
      simpa only [Function.iterate_succ_apply'] using hdec ((mixStep u α)^[n] x))
  obtain ⟨L, hL⟩ : ∃ L, Tendsto (fun n : ℕ => |(mixStep u α)^[n] x|) atTop (𝓝 L) :=
    ⟨_, tendsto_atTop_ciInf hanti ⟨0, by rintro _ ⟨n, rfl⟩; exact abs_nonneg _⟩⟩
  have hL0 : 0 ≤ L := ge_of_tendsto' hL (fun n => abs_nonneg _)
  -- by continuity a mixing step preserves the modulus `L`
  have h1 := ((continuous_mixStep u α).abs.tendsto L).comp hL
  have h2 := hL.comp (tendsto_add_atTop_nat 1)
  have hfix : |mixStep u α L| = L := by
    refine tendsto_nhds_unique (h1.congr ?_) h2
    intro n
    simp only [Function.comp_apply, Function.iterate_succ_apply', hev]
  have hzero : L = 0 := by
    by_contra hne
    have hlt := abs_mixStep_lt hu hα hα2 hne
    rw [hfix, abs_of_nonneg hL0] at hlt
    exact lt_irrefl _ hlt
  rw [hzero] at hL
  exact (tendsto_zero_iff_abs_tendsto_zero _).2 hL

/-- For `u > 0` and `2/(1+u) < α < 2` the mixed iteration has a two-cycle: a mixing step
exchanges the density differences `c` and `-c`, with `c > 0` the cycle amplitude. -/
theorem mixing_two_cycle {u α : ℝ} (hu : 0 < u) (hα : 2 / (1 + u) < α) (hα2 : α < 2) :
    0 < cycleAmplitude u α ∧
      mixStep u α (cycleAmplitude u α) = -cycleAmplitude u α ∧
      mixStep u α (-cycleAmplitude u α) = cycleAmplitude u α := by
  have hα0 : 0 < α := lt_trans (by positivity) hα
  have h2 : 2 < α * (1 + u) := (div_lt_iff₀ (by linarith)).1 hα
  have hd : 0 < 2 - α := by linarith
  have hs : 1 < α * u / (2 - α) := (one_lt_div hd).2 (by linarith)
  have key : ∀ s : ℝ, 1 < s → u ^ 2 * (Real.sqrt (s ^ 2 - 1) / u) ^ 2 = s ^ 2 - 1 := by
    intro s h
    rw [div_pow, Real.sq_sqrt (by nlinarith)]
    field_simp
  -- at the cycle amplitude the multiplier is exactly `-1`
  have hr : response u (cycleAmplitude u α) = (2 - α) / α := by
    unfold response cycleAmplitude
    rw [key _ hs, add_sub_cancel, Real.sqrt_sq (by linarith)]
    have hd' : 2 - α ≠ 0 := hd.ne'
    field_simp
  have hm : α * (1 + response u (cycleAmplitude u α)) = 2 := by
    have h : α * ((2 - α) / α) = 2 - α := by field_simp
    rw [hr]
    linear_combination h
  have hneg : response u (-cycleAmplitude u α) = response u (cycleAmplitude u α) := by
    simp [response]
  refine ⟨div_pos (Real.sqrt_pos.2 (by nlinarith)) hu, ?_, ?_⟩
  · rw [mixStep_eq, hm]
    ring
  · rw [mixStep_eq, hneg, hm]
    ring

/-- Sharp mixing criterion: for `u > 0` the mixed iterates converge to `x = 0` from every start
if and only if `0 < α ≤ 2/(1+u)`. -/
theorem mixing_converges_iff {u : ℝ} (hu : 0 < u) (α : ℝ) :
    (∀ x : ℝ, Tendsto (fun n : ℕ => (mixStep u α)^[n] x) atTop (𝓝 0)) ↔
      0 < α ∧ α ≤ 2 / (1 + u) := by
  refine ⟨fun hconv => ?_, fun h x => mixing_converges hu h.1 h.2 x⟩
  -- no orbit may stay away from zero
  have stuck : ∀ c : ℝ, 0 < c → (∀ n : ℕ, c ≤ |(mixStep u α)^[n] c|) → False := by
    intro c hc h
    have hlim := (hconv c).abs
    rw [abs_zero] at hlim
    exact absurd (ge_of_tendsto' hlim h) (not_le_of_gt hc)
  have grow : (∀ y, 1 ≤ |1 - α * (1 + response u y)|) → False := by
    intro h
    refine stuck 1 one_pos (fun n => ?_)
    induction n with
    | zero => simp
    | succ n ih =>
      rw [Function.iterate_succ_apply', mixStep_eq, abs_mul]
      exact ih.trans (le_mul_of_one_le_left (abs_nonneg _) (h _))
  constructor
  · by_contra hα
    refine grow (fun y => le_trans ?_ (le_abs_self _))
    nlinarith [(response_bounds hu y).1, not_lt.1 hα]
  · by_contra hα
    rcases lt_or_ge α 2 with h2 | h2
    · -- between the threshold and 2 the two-cycle does not converge
      obtain ⟨hc, h1, h3⟩ := mixing_two_cycle hu (not_le.1 hα) h2
      have horb : ∀ n : ℕ, (mixStep u α)^[n] (cycleAmplitude u α) = cycleAmplitude u α ∨
          (mixStep u α)^[n] (cycleAmplitude u α) = -cycleAmplitude u α := by
        intro n
        induction n with
        | zero => left; rfl
        | succ n ih =>
          rw [Function.iterate_succ_apply']
          rcases ih with h | h
          · right; rw [h, h1]
          · left; rw [h, h3]
      refine stuck _ hc (fun n => ?_)
      rcases horb n with h | h
      · rw [h]; exact le_abs_self _
      · rw [h, abs_neg]; exact le_abs_self _
    · refine grow (fun y => le_trans ?_ (neg_le_abs _))
      nlinarith [(response_bounds hu y).1]

end

end HubbardDimerMixing
```

```lean
#print axioms HubbardDimerMixing.geometric_bound
-- 'HubbardDimerMixing.geometric_bound' depends on axioms: [propext, Classical.choice, Quot.sound]
#print axioms HubbardDimerMixing.mixing_converges_iff
-- 'HubbardDimerMixing.mixing_converges_iff' depends on axioms: [propext, Classical.choice, Quot.sound]
```

## From the multiplier to the equivalence

`mixStep_eq` is the factorisation $S(x)=m(x)x$, and `response_bounds` gives $0<r(x)\le u$. Most later estimates rest on these two.

In `geometric_bound` the induction step rewrites the next iterate as multiplier times current iterate. The lemma `abs_le_max_abs_abs` turns the two-sided bound on $m$ into $|m|\le q$, and the `calc` block multiplies this by the induction hypothesis.

`abs_mixStep_lt` is the strict decrease. Its fact `hs` says that the square root exceeds $1$ for $x\neq0$, which is what makes the endpoint work. `continuous_mixStep` supplies continuity, using that the denominator of $g$ never vanishes.

`mixing_converges` follows the limit argument. `hdec` and `hanti` show that the moduli do not increase, and `tendsto_atTop_ciInf` provides $L$ as their infimum. `hev` is the evenness of $|S|$. The sequence $|x_{n+1}|$ has limit $|S(L)|$ by continuity and limit $L$ as a shifted sequence, so `tendsto_nhds_unique` yields `hfix`. The strict decrease then excludes $L\neq0$.

In `mixing_two_cycle`, `key` computes $u^2c^2=s^2-1$, `hr` evaluates the response at $c$, and `hm` states $\alpha(1+r(c))=2$, so the multiplier is $-1$. `hneg` carries this over to $-c$.

In `mixing_converges_iff` one direction is `mixing_converges`. For the other, `stuck` says that an orbit starting at $c>0$ whose modulus stays at least $c$ contradicts convergence. `grow` applies this to the start $1$ when $|m|\ge1$ everywhere, which settles $\alpha\le0$ and $\alpha\ge2$. In the interval between the threshold and $2$, `horb` shows by induction that the orbit of $c$ visits only $c$ and $-c$, and `stuck` applies again.
